# The energy form of a finite open tight-binding chain with real amplitudes is a sum of on-site and nearest-neighbour terms

The theorem `chain_energy` concerns one particle on an open chain of N + 1 sites, numbered 0 to N, with real on-site energies a_k, real couplings b_k between sites k and k + 1, and real amplitudes X_k. It states that the double sum of X_i H_ij X_j over all sites, where H is the tridiagonal matrix given by `hop`, equals the sum over k < N of a_k X_k² + 2 b_k X_k X_{k+1}, plus a_N X_N². The amplitudes are not assumed normalised, so for a nonzero X the energy expectation value is this form divided by the sum of the X_k². The proof is by induction on N: when a site is added, its row and column are split off from the double sum, and `h1`, `h2` and `h3` evaluate the two coupling sums and the new diagonal element.

The failing Lean file:

```lean
import Mathlib

open Matrix Finset

namespace SturmChain

noncomputable section

/-- Matrix element between sites `i` and `j`: on-site energy `a i`, coupling `b i` between
sites `i` and `i + 1`, and zero otherwise. -/
def hop (a b : ℕ → ℝ) (i j : ℕ) : ℝ :=
  (if i = j then a i else 0) + (if j = i + 1 then b i else 0) + (if i = j + 1 then b j else 0)

theorem hop_comm (a b : ℕ → ℝ) (i j : ℕ) : hop a b i j = hop a b j i := by
  by_cases h : i = j
  · subst h; rfl
  · simp only [hop, if_neg h, if_neg (Ne.symm h)]
    ring

/-- The energy form of the chain is a sum of on-site terms and nearest-neighbour terms. -/
theorem chain_energy (a b X : ℕ → ℝ) (N : ℕ) :
    ∑ i ∈ range (N + 1), ∑ j ∈ range (N + 1), X i * hop a b i j * X j =
      ∑ k ∈ range N, (a k * X k ^ 2 + 2 * b k * X k * X (k + 1)) + a N * X N ^ 2 := by
  induction N with
  | zero => simp [hop]; ring
  | succ N ih =>
    -- the new site couples only to its left neighbour
    have h1 : ∑ i ∈ range (N + 1), X i * hop a b i (N + 1) * X (N + 1) =
        b N * X N * X (N + 1) := by
      have h0 : ∑ i ∈ range N, X i * hop a b i (N + 1) * X (N + 1) = 0 := by
        refine sum_eq_zero fun i hi => ?_
        have hi' := mem_range.1 hi
        have e1 : ¬ i = N + 1 := by omega
        have e2 : ¬ N + 1 = i + 1 := by omega
        have e3 : ¬ i = N + 1 + 1 := by omega
        rw [hop, if_neg e1, if_neg e2, if_neg e3]
        ring
      have hb : hop a b N (N + 1) = b N := by
      have e1 : ¬ N = N + 1 := by omega
      have e3 : ¬ N = N + 1 + 1 := by omega
      have e2 : N + 1 = N + 1 := rfl
      change (if N = N + 1 then a N else 0) + (if N + 1 = N + 1 then b N else 0) +
        (if N = N + 1 + 1 then b (N + 1) else 0) = b N
      rw [if_neg e1, if_pos e2, if_neg e3]
      ring
      rw [sum_range_succ, h0, hb]
      ring
    have h2 : ∑ j ∈ range (N + 1), X (N + 1) * hop a b (N + 1) j * X j =
        b N * X N * X (N + 1) := by
      rw [← h1]
      refine sum_congr rfl fun j _ => ?_
      rw [hop_comm a b (N + 1) j]
      ring
    have h3 : hop a b (N + 1) (N + 1) = a (N + 1) := by simp [hop]
    simp only [sum_range_succ _ (N + 1)]
    rw [sum_add_distrib, ih, h1, h2, h3, sum_range_succ _ N]
    ring

end

end SturmChain
```

Lean reports:

```
Main.lean:38:43: error: unsolved goals
a b X : ℕ → ℝ
N : ℕ
ih :
  ∑ i ∈ range (N + 1), ∑ j ∈ range (N + 1), X i * hop a b i j * X j =
    ∑ k ∈ range N, (a k * X k ^ 2 + 2 * b k * X k * X (k + 1)) + a N * X N ^ 2
h0 : ∑ i ∈ range N, X i * hop a b i (N + 1) * X (N + 1) = 0
⊢ hop a b N (N + 1) = b N
Main.lean:42:6: error: 'change' tactic failed, pattern
  (((if N = N + 1 then a N else 0) + if N + 1 = N + 1 then b N else 0) + if N = N + 1 + 1 then b (N + 1) else 0) = b N
is not definitionally equal to target
  ∑ i ∈ range (N + 1), X i * hop a b i (N + 1) * X (N + 1) = b N * X N * X (N + 1)
```

The change, after which it compiles:

```diff
@@ -37,11 +37,11 @@
         ring
       have hb : hop a b N (N + 1) = b N := by
-      have e1 : ¬ N = N + 1 := by omega
-      have e3 : ¬ N = N + 1 + 1 := by omega
-      have e2 : N + 1 = N + 1 := rfl
-      change (if N = N + 1 then a N else 0) + (if N + 1 = N + 1 then b N else 0) +
-        (if N = N + 1 + 1 then b (N + 1) else 0) = b N
-      rw [if_neg e1, if_pos e2, if_neg e3]
-      ring
+        have e1 : ¬ N = N + 1 := by omega
+        have e2 : N + 1 = N + 1 := rfl
+        have e3 : ¬ N = N + 1 + 1 := by omega
+        change (if N = N + 1 then a N else 0) + (if N + 1 = N + 1 then b N else 0) +
+          (if N = N + 1 + 1 then b (N + 1) else 0) = b N
+        rw [if_neg e1, if_pos e2, if_neg e3]
+        ring
       rw [sum_range_succ, h0, hb]
       ring
```

Both errors come from indentation. The lines meant to prove `hb` start in the same column as `have hb` itself, so Lean does not read them as belonging to its `by`. That `by` is left with an empty proof, and the first message reports its goal, `hop a b N (N + 1) = b N`, as unsolved.

The lines that follow are then read as further steps in the proof of `h1`. The three auxiliary facts go through there, but `change` meets the goal of `h1`, an equation about a sum over sites, instead of the one about a single matrix element. The two are not definitionally equal, which is the second message.

The diff indents these lines by two more spaces, which puts them inside the `by` of `hb`. That `by` now has a proof, and `change` acts on the goal it was written for, where it only unfolds `hop`. Placing `e2` before `e3` is mere tidying.
